# The unique odd Douglas–Kroll–Hess generator and its second-order term ½[W, O]

Let $D=\mathrm{diag}(E,-E)$ with all $E_i>0$, and let $O$ be a Hermitian odd potential with upper right block $o$. Exactly one odd matrix $W$ satisfies $O+[W,D]=0$. It is anti-Hermitian, and its upper right block is

$$w_{ij}=\frac{o_{ij}}{E_i+E_j}.$$

For this $W$, the second-order terms generated by $O$ reduce to

$$[W,O]+\tfrac12[W,[W,D]]=\tfrac12[W,O].$$

In two-component electronic structure theory, the potential first undergoes the free-particle transformation, and the upper block of this term is then the second-order Douglas–Kroll–Hess (DKH2) correction to the one-electron Hamiltonian, represented here by a finite matrix with given free-particle energies.

## Removing the odd potential to first order

The matrices act on upper and lower components, each labelled by the same finite index set. An even matrix has only diagonal blocks, and an odd matrix only off-diagonal ones. The basis diagonalises the free-particle Hamiltonian, so $E_i$ and $-E_i$ are its positive and negative energies. Write

$$D=\begin{pmatrix}E&0\\0&-E\end{pmatrix},\qquad
O=\begin{pmatrix}0&o\\o^\dagger&0\end{pmatrix},\qquad
W=\begin{pmatrix}0&w\\v&0\end{pmatrix}.$$

Nothing is assumed yet about how $v$ is related to $w$. Multiplying the blocks gives

$$[W,D]=\begin{pmatrix}0&-(wE+Ew)\\vE+Ev&0\end{pmatrix}.$$

The entries of the two off-diagonal blocks are therefore $-(E_i+E_j)w_{ij}$ and $(E_i+E_j)v_{ij}$, and the condition $O+[W,D]=0$ reads

$$o_{ij}=(E_i+E_j)w_{ij},\qquad \overline{o_{ji}}+(E_i+E_j)v_{ij}=0.$$

Every sum $E_i+E_j$ is positive, so both equations can be divided by it. The first fixes $w$, and the second gives $v_{ij}=-\overline{o_{ji}}/(E_i+E_j)=-\overline{w_{ji}}$, that is, $v=-w^\dagger$. Anti-Hermiticity is thus a consequence of the condition. The restriction to odd $W$ matters for uniqueness: adding a multiple of the identity to $W$ leaves the commutator unchanged.

## The second-order Hamiltonian

Let $V=\mathcal E+O$ be the full potential, with even part $\mathcal E=\mathrm{diag}(a,b)$, and let $t$ count powers of the potential. Transform $D+tV$ with $e^{tW}$ on the left and $e^{-tW}$ on the right. Terms beyond $t^2$ in the exponentials cannot affect the result through second order, so it suffices to expand

$$\left(1+tW+\tfrac{t^2}{2}W^2\right)(D+tV)\left(1-tW+\tfrac{t^2}{2}W^2\right).$$

The coefficient of $t$ is $V+[W,D]$, which equals $\mathcal E$ for the chosen $W$. The coefficient of $t^2$ is

$$WV-VW+\tfrac12\left(W^2D-2WDW+DW^2\right)=[W,V]+\tfrac12[W,[W,D]].$$

Substituting $[W,D]=-O$ turns the term $\tfrac12[W,[W,D]]$ into $-\tfrac12[W,O]$. The odd potential therefore contributes $[W,O]-\tfrac12[W,O]=\tfrac12[W,O]$, while the even potential contributes $[W,\mathcal E]$. In blocks, the sum is

$$\begin{pmatrix}
\tfrac12(wo^\dagger+ow^\dagger)&wb-aw\\
bw^\dagger-w^\dagger a&-\tfrac12(w^\dagger o+o^\dagger w)
\end{pmatrix}.$$

The even potential enters only the off-diagonal blocks. A further odd generator of order $t^2$ could act on these without changing the diagonal blocks at second order, because its commutator with $D$ is odd.

For a diagonal element of the upper block, inserting $w_{ik}$ gives

$$\frac12\sum_k\left(w_{ik}\overline{o_{ik}}+o_{ik}\overline{w_{ik}}\right)
=\sum_k\frac{|o_{ik}|^2}{E_i+E_k}.$$

The denominator is the gap $E_i-(-E_k)$ between a positive-energy state and a negative-energy state coupled to it by $o$.

## Matrices and conventions in Lean

The type `n` labels the states of one component; it is finite but otherwise arbitrary.

```lean
import Mathlib

open Matrix

namespace DouglasKrollHessSecondOrder

noncomputable section

variable {n : Type*} [Fintype n]
```

The index type `n ⊕ n` joins the two components: `Sum.inl i` is an upper state and `Sum.inr i` a lower one. The commutator has the usual sign.

```lean
/-- The commutator `[A, B]` of two matrices acting on the upper and lower components together. -/
def comm (A B : Matrix (n ⊕ n) (n ⊕ n) ℂ) : Matrix (n ⊕ n) (n ⊕ n) ℂ :=
  A * B - B * A
```

The energies are a real function `E`. Their dependence on momentum and mass is not specified, and positivity appears later as the hypothesis `hE`. It stands for the positive rest energy contained in each free-particle energy.

```lean
/-- The free-particle Hamiltonian `diag(E, -E)` in its own eigenbasis. -/
def freeD [DecidableEq n] (E : n → ℝ) : Matrix (n ⊕ n) (n ⊕ n) ℂ :=
  fromBlocks (diagonal fun i => (E i : ℂ)) 0 0 (diagonal fun i => -(E i : ℂ))
```

The potential is given directly in this basis. Its odd part is Hermitian by construction, whereas `a` and `b` are arbitrary complex matrices, with Hermitian blocks as the physical case. The preceding free-particle transformation and the calculation of these blocks from a nuclear potential are not modelled.

```lean
/-- The odd part of the potential, which couples upper and lower components through `o`. -/
def oddV (o : Matrix n n ℂ) : Matrix (n ⊕ n) (n ⊕ n) ℂ :=
  fromBlocks 0 o oᴴ 0

/-- The even part of the potential, with upper block `a` and lower block `b`. -/
def evenV (a b : Matrix n n ℂ) : Matrix (n ⊕ n) (n ⊕ n) ℂ :=
  fromBlocks a 0 0 b
```

As `w` varies, `generator w` runs through all odd anti-Hermitian matrices. The next definition selects the block found above.

```lean
/-- The odd anti-Hermitian generator with upper right block `w`. -/
def generator (w : Matrix n n ℂ) : Matrix (n ⊕ n) (n ⊕ n) ℂ :=
  fromBlocks 0 w (-wᴴ) 0

/-- The Douglas-Kroll-Hess block `o i j / (E i + E j)`, meant for energies with
`E i + E j ≠ 0`. -/
def dkhBlock (E : n → ℝ) (o : Matrix n n ℂ) : Matrix n n ℂ :=
  of fun i j => o i j / ((E i : ℂ) + (E j : ℂ))
```

The second-order expression is defined for any three matrices, so its origin in the transformation needs a theorem.

```lean
/-- The second-order Hamiltonian `[W, V] + [W, [W, D]] / 2` for a potential `V` and a
generator `W`. -/
def secondOrder (D V W : Matrix (n ⊕ n) (n ⊕ n) ℂ) : Matrix (n ⊕ n) (n ⊕ n) ℂ :=
  comm W V + (1 / 2 : ℂ) • comm W (comm W D)
```

## The expansion in the coupling

The following theorem holds for arbitrary $D$, $V$ and $W$. The remainder matrices `R₃`, `R₄` and `R₅` are chosen before `t`, so they do not depend on it, and the displayed powers carry the whole dependence on `t`. The transformation uses the truncated exponentials, not the full $e^{tW}$ and $e^{-tW}$.

```lean
/-- With the exponentials of `t W` and `-t W` truncated at second order, the transformed Hamiltonian
`D + t V` has first-order term `V + [W, D]` and second-order term `secondOrder D V W`; the remaining
terms carry the powers three to five of `t`. -/
theorem transformed_expansion [DecidableEq n] (D V W : Matrix (n ⊕ n) (n ⊕ n) ℂ) :
    ∃ R₃ R₄ R₅ : Matrix (n ⊕ n) (n ⊕ n) ℂ, ∀ t : ℂ,
      (1 + t • W + (t ^ 2 / 2) • (W * W)) * (D + t • V) *
          (1 - t • W + (t ^ 2 / 2) • (W * W)) =
        D + t • (V + comm W D) + t ^ 2 • secondOrder D V W
          + t ^ 3 • R₃ + t ^ 4 • R₄ + t ^ 5 • R₅ := by
  refine ⟨(1 / 2 : ℂ) • (W * D * (W * W) - W * W * D * W + V * (W * W) + W * W * V)
      - W * V * W,
    (1 / 4 : ℂ) • (W * W * D * (W * W)) + (1 / 2 : ℂ) • (W * V * (W * W) - W * W * V * W),
    (1 / 4 : ℂ) • (W * W * V * (W * W)), fun t => ?_⟩
  simp only [secondOrder, comm, add_mul, mul_add, sub_mul, mul_sub, smul_mul_assoc,
    mul_smul_comm, one_mul, mul_one, mul_assoc]
  module
```

The proof supplies the three remainders explicitly. Then `simp only` multiplies out the products, and `module` compares the coefficients of each matrix product, as in the expansion by hand.

## Solving for the generator

The first lemma computes $[W,D]$ for a general odd matrix, with `w` and `v` independent. Block multiplication is followed by a check of the entries in all four blocks.

```lean
/-- The commutator of an odd operator with the free Hamiltonian is odd, and each matrix
element is multiplied by `E i + E j` up to sign. -/
theorem comm_odd_free [DecidableEq n] (E : n → ℝ) (w v : Matrix n n ℂ) :
    comm (fromBlocks 0 w v 0) (freeD E) =
      fromBlocks 0 (of fun i j => -(((E i : ℂ) + (E j : ℂ)) * w i j))
        (of fun i j => ((E i : ℂ) + (E j : ℂ)) * v i j) 0 := by
  rw [comm, freeD, fromBlocks_multiply, fromBlocks_multiply]
  ext (i | i) (j | j) <;> simp <;> ring
```

The lower left block of the solution requires the conjugate of a transposed entry. Since the energies are real and their sum is symmetric, only the numerator is conjugated.

```lean
omit [Fintype n] in
/-- The complex conjugate of an element of the Douglas-Kroll-Hess block. -/
theorem star_dkhBlock (E : n → ℝ) (o : Matrix n n ℂ) (i j : n) :
    star (dkhBlock E o j i) = star (o j i) / ((E i : ℂ) + (E j : ℂ)) := by
  simp [dkhBlock, add_comm]
```

The central equivalence says that, for positive energies, the first-order condition holds exactly when `w` is the Douglas–Kroll–Hess block and `v` is minus its adjoint.

```lean
/-- For positive energies, an odd operator removes the odd potential to first order exactly
when its upper right block is `dkhBlock E o` and its lower left block is minus the adjoint
of that block. -/
theorem odd_solution_iff [DecidableEq n] {E : n → ℝ} (hE : ∀ i, 0 < E i)
    (o w v : Matrix n n ℂ) :
    oddV o + comm (fromBlocks 0 w v 0) (freeD E) = 0 ↔
      w = dkhBlock E o ∧ v = -(dkhBlock E o)ᴴ := by
  have hs : ∀ i j, (E i : ℂ) + (E j : ℂ) ≠ 0 := fun i j => by
    exact_mod_cast (add_pos (hE i) (hE j)).ne'
  rw [comm_odd_free]
  constructor
  · intro h
    constructor
    · ext i j
      have h1 : o i j + -(((E i : ℂ) + (E j : ℂ)) * w i j) = 0 :=
        congrFun (congrFun h (Sum.inl i)) (Sum.inr j)
      change w i j = o i j / ((E i : ℂ) + (E j : ℂ))
      rw [eq_div_iff (hs i j)]
      linear_combination -h1
    · ext i j
      have h2 : star (o j i) + ((E i : ℂ) + (E j : ℂ)) * v i j = 0 :=
        congrFun (congrFun h (Sum.inr i)) (Sum.inl j)
      change v i j = -star (dkhBlock E o j i)
      rw [star_dkhBlock, ← neg_div, eq_div_iff (hs i j)]
      linear_combination h2
  · rintro ⟨rfl, rfl⟩
    ext (i | i) (j | j)
    · simp [oddV]
    · have e : o i j / ((E i : ℂ) + (E j : ℂ)) * ((E i : ℂ) + (E j : ℂ)) = o i j :=
        div_mul_cancel₀ _ (hs i j)
      change o i j + -(((E i : ℂ) + (E j : ℂ)) * (o i j / ((E i : ℂ) + (E j : ℂ)))) = 0
      linear_combination -e
    · have e : star (dkhBlock E o j i) * ((E i : ℂ) + (E j : ℂ)) = star (o j i) := by
        rw [star_dkhBlock, div_mul_cancel₀ _ (hs i j)]
      change star (o j i) + ((E i : ℂ) + (E j : ℂ)) * (-star (dkhBlock E o j i)) = 0
      linear_combination -e
    · simp [oddV]
```

Here `hs` records that the energy sums are nonzero. In the forward direction, `h1` and `h2` are the upper right and lower left entries of the matrix equation, and `eq_div_iff` carries out the division. The reverse direction inserts the solution and checks each block; the diagonal ones vanish at once.

Restricting to anti-Hermitian generators leaves a condition on `w` alone, because the condition on `v` then follows from it. This gives existence and uniqueness within that class.

```lean
/-- For positive energies, exactly one odd anti-Hermitian generator removes the odd potential
to first order: the one with block `o i j / (E i + E j)`. -/
theorem generator_iff [DecidableEq n] {E : n → ℝ} (hE : ∀ i, 0 < E i) (o w : Matrix n n ℂ) :
    oddV o + comm (generator w) (freeD E) = 0 ↔ w = dkhBlock E o := by
  rw [generator, odd_solution_iff hE]
  exact ⟨And.left, fun h => ⟨h, by rw [h]⟩⟩
```

## One half of the commutator

The factor one half needs neither positive energies nor a block structure. It follows for any matrices that satisfy the first-order condition `h`.

```lean
/-- If `O + [W, D] = 0`, then `[W, O] + [W, [W, D]] / 2 = [W, O] / 2`. -/
theorem half_commutator {D O W : Matrix (n ⊕ n) (n ⊕ n) ℂ} (h : O + comm W D = 0) :
    secondOrder D O W = (1 / 2 : ℂ) • comm W O := by
  rw [secondOrder, eq_neg_of_add_eq_zero_right h]
  simp only [comm, mul_neg, neg_mul]
  module
```

The rewrite replaces $[W,D]$ by $-O$, and `module` collects $1-\tfrac12=\tfrac12$.

For the full potential, the next theorem gives all four blocks. Its hypothesis `hw` identifies `w` with the Douglas–Kroll–Hess block.

```lean
/-- All four blocks of the second-order Hamiltonian for a full potential, when the energies are
positive and `w` is the Douglas-Kroll-Hess block: the even potential appears only in the
off-diagonal blocks. -/
theorem secondOrder_blocks [DecidableEq n] {E : n → ℝ} (hE : ∀ i, 0 < E i)
    (a b o w : Matrix n n ℂ) (hw : w = dkhBlock E o) :
    secondOrder (freeD E) (evenV a b + oddV o) (generator w) =
      fromBlocks ((1 / 2 : ℂ) • (w * oᴴ + o * wᴴ)) (w * b - a * w)
        (b * wᴴ - wᴴ * a) (-(1 / 2 : ℂ) • (wᴴ * o + oᴴ * w)) := by
  -- separate the even potential, then use the one-half rule for the odd one
  have hsplit : secondOrder (freeD E) (evenV a b + oddV o) (generator w) =
      comm (generator w) (evenV a b) + secondOrder (freeD E) (oddV o) (generator w) := by
    simp only [secondOrder, comm, mul_add, add_mul]
    abel
  rw [hsplit, half_commutator ((generator_iff hE o w).2 hw)]
  simp only [comm, generator, evenV, oddV, fromBlocks_multiply]
  ext (i | i) (j | j) <;>
    simp only [Matrix.add_apply, Matrix.sub_apply, Matrix.smul_apply, Matrix.neg_apply,
      fromBlocks_apply₁₁, fromBlocks_apply₁₂, fromBlocks_apply₂₁, fromBlocks_apply₂₂,
      Matrix.zero_apply, smul_eq_mul, Matrix.mul_zero, Matrix.zero_mul,
      Matrix.neg_mul, Matrix.mul_neg] <;>
    ring
```

The auxiliary statement `hsplit` separates $[W,\mathcal E]$ from the contribution of $O$. The previous theorem then simplifies the latter, with `generator_iff` supplying its hypothesis. What remains is block multiplication, compared entry by entry.

## Diagonal elements of the upper block

The last theorem evaluates the second-order Hamiltonian at `Sum.inl i` in both indices. The right-hand side is a real sum regarded as a complex number, so the element is real for every choice of `a` and `b`. It is a matrix element of the second-order Hamiltonian and not, in general, the full second-order shift of an eigenvalue, to which the first-order potential $\mathcal E$ can also contribute.

```lean
/-- For positive energies and the generator with block `dkhBlock E o`, the diagonal element of the
upper second-order block for state `i` is the sum over `k` of `|o i k|² / (E i + E k)`. -/
theorem upper_level_shift [DecidableEq n] {E : n → ℝ} (hE : ∀ i, 0 < E i)
    (a b o : Matrix n n ℂ) (i : n) :
    secondOrder (freeD E) (evenV a b + oddV o) (generator (dkhBlock E o))
        (Sum.inl i) (Sum.inl i) =
      ((∑ k, ‖o i k‖ ^ 2 / (E i + E k) : ℝ) : ℂ) := by
  rw [secondOrder_blocks hE a b o _ rfl]
  change (1 / 2 : ℂ) * ((dkhBlock E o * oᴴ) i i + (o * (dkhBlock E o)ᴴ) i i) = _
  rw [Matrix.mul_apply, Matrix.mul_apply, ← Finset.sum_add_distrib, Finset.mul_sum,
    Complex.ofReal_sum]
  refine Finset.sum_congr rfl fun k _ => ?_
  have h : o i k * star (o i k) = ((‖o i k‖ ^ 2 : ℝ) : ℂ) := by
    rw [Complex.star_def, Complex.mul_conj, Complex.normSq_eq_norm_sq]
  change (1 / 2 : ℂ) * (o i k / ((E i : ℂ) + (E k : ℂ)) * star (o i k)
    + o i k * star (dkhBlock E o i k)) = _
  rw [star_dkhBlock, add_comm (E k : ℂ) (E i : ℂ), Complex.ofReal_div, Complex.ofReal_add]
  linear_combination (1 / ((E i : ℂ) + (E k : ℂ))) * h

end

end DouglasKrollHessSecondOrder
```

The proof selects the upper left block, writes its two matrix products as one sum over `k`, and compares the summands. The equation `h` is $o_{ik}\overline{o_{ik}}=|o_{ik}|^2$. Multiplying it by $1/(E_i+E_k)$ in the final `linear_combination` gives the required term.

```lean
#print axioms DouglasKrollHessSecondOrder.transformed_expansion
-- 'DouglasKrollHessSecondOrder.transformed_expansion' depends on axioms: [propext, Classical.choice, Quot.sound]
#print axioms DouglasKrollHessSecondOrder.secondOrder_blocks
-- 'DouglasKrollHessSecondOrder.secondOrder_blocks' depends on axioms: [propext, Classical.choice, Quot.sound]
#print axioms DouglasKrollHessSecondOrder.upper_level_shift
-- 'DouglasKrollHessSecondOrder.upper_level_shift' depends on axioms: [propext, Classical.choice, Quot.sound]
```
